# The ultrasoft overlap of a six-spinor p shell commutes with σ_z exactly when its two j charges are equal

Suppose that an ultrasoft pseudopotential with spin-orbit coupling has different augmentation charges for p½ and p3/2, and that a program stores its overlap operator S as one block for spin up and one for spin down. The elements of S between the two spins are then lost, and the spinors are normalised with the wrong metric. In the one-shell model below, a charge entered as −1 or less, through faulty or approximate data, also stops S from defining a norm at all.

An augmentation charge is the squared norm of an all-electron orbital minus that of its pseudo-orbital. Let q3 and q1 be these charges for j = 3/2 and j = 1/2; the labels are 2j. They enter the generalised eigenproblem Hψ = εSψ of electronic structure, here restricted to one p shell on one atom, with one normalised pseudo-orbital radial function common to both j. In this model 1 + q is the squared norm of the all-electron partner, so a charge computed exactly from the definition exceeds −1; the theorems allow any real q3 and q1. Passing to the full S, with several radial projectors and overlapping atoms, is a further step that the matrices below do not take.

## Spin and orbital matrices

An index (a, s) in `Fin 3 × Fin 2` names the orbital p_x, p_y or p_z and the spin, up or down. `Op` abbreviates the 6 by 6 complex matrices on these indices.

```lean
import Mathlib

open Matrix Complex
open scoped Kronecker ComplexOrder

namespace UltrasoftPSpinor

noncomputable section

local notation "Op" => Matrix (Fin 3 × Fin 2) (Fin 3 × Fin 2) ℂ
```

The Pauli matrices σ_k are numbered from 0, so σ_z is `pauli 2`.

```lean
/-- The Pauli matrices, numbered 0, 1, 2 for x, y, z. -/
def pauli : Fin 3 → Matrix (Fin 2) (Fin 2) ℂ :=
  ![!![0, 1; 1, 0], !![0, -I; I, 0], !![1, 0; 0, -1]]
```

In units of ħ, the orbital matrices are (L_k)_ab = −i ε_kab.

```lean
/-- The orbital angular momentum matrices in the basis of the orbitals p_x, p_y, p_z. -/
def orb : Fin 3 → Matrix (Fin 3) (Fin 3) ℂ :=
  ![!![0, 0, 0; 0, 0, -I; 0, I, 0], !![0, 0, I; 0, 0, 0; -I, 0, 0],
    !![0, -I, 0; I, 0, 0; 0, 0, 0]]
```

The spin is s = σ/2.

```lean
/-- The spin matrices s = σ/2. -/
def spin (k : Fin 3) : Matrix (Fin 2) (Fin 2) ℂ := (1 / 2 : ℂ) • pauli k
```

With ⊗ₖ the Kronecker product, orbital factor first, the spin-orbit operator is L·s = Σ_k L_k ⊗ s_k.

```lean
/-- The spin-orbit operator L·s on the six p spinors. -/
def LS : Op := ∑ k, orb k ⊗ₖ spin k
```

The total angular momentum is J = L + s, with square

J² = Σ_k (L_k ⊗ 1 + 1 ⊗ s_k)².

```lean
/-- The square of the total angular momentum J = L + s on the six p spinors. -/
def Jsq : Op := ∑ k, (orb k ⊗ₖ 1 + 1 ⊗ₖ spin k) * (orb k ⊗ₖ 1 + 1 ⊗ₖ spin k)
```

## The two j channels

Applying σ·r to a constant spinor χ gives a p spinor with j = 1/2. The p spinors obtained from χ up and χ down are the columns of B, with entries B_(a,s),t = (σ_a)_st.

```lean
/-- The map that sends a constant spinor χ to the p spinor (σ·r)χ. -/
def B : Matrix (Fin 3 × Fin 2) (Fin 2) ℂ := Matrix.of fun p t => pauli p.1 p.2 t
```

These columns have squared norm 3, hence the factor in f1 = B Bᴴ/3.

```lean
/-- The matrix f1, built from the p spinors (σ·r)χ. -/
def f1 : Op := (1 / 3 : ℂ) • (B * Bᴴ)
```

The other channel is the complement, f3 = 1 − f1.

```lean
/-- The matrix f3, the complement of f1. -/
def f3 : Op := 1 - f1
```

The overlap is S = 1 + q3 f3 + q1 f1, with real charges.

```lean
/-- The ultrasoft overlap operator with augmentation charges q3 and q1 in the two channels. -/
def overlap (q3 q1 : ℝ) : Op := 1 + (q3 : ℂ) • f3 + (q1 : ℂ) • f1
```

Since σ_a² = 1,

BᴴB = Σ_a σ_a σ_a = 3.

Lean checks the four entries.

```lean
/-- The two p spinors (σ·r)χ with χ up and down are orthogonal and have squared norm 3. -/
theorem B_gram : Bᴴ * B = (3 : ℂ) • (1 : Matrix (Fin 2) (Fin 2) ℂ) := by
  ext i j
  fin_cases i <;> fin_cases j <;>
    simp [B, pauli, Matrix.mul_apply, Fintype.sum_prod_type, Fin.sum_univ_three,
      Fin.sum_univ_two] <;> norm_num
```

Hence f1 B = B and f1² = f1. The matrix f1 is Hermitian by construction, and the properties of f3 = 1 − f1 follow by expansion.

```lean
/-- The matrices f3 and f1 are Hermitian, idempotent and mutually orthogonal. -/
theorem projectors : f1ᴴ = f1 ∧ f1 * f1 = f1 ∧ f3ᴴ = f3 ∧ f3 * f3 = f3 ∧ f3 * f1 = 0 := by
  have h : f1ᴴ = f1 := by
    simp [f1, Matrix.conjTranspose_smul, Matrix.conjTranspose_mul]
  have hB : f1 * B = B := by
    rw [f1, Matrix.smul_mul, Matrix.mul_assoc, B_gram, Matrix.mul_smul, Matrix.mul_one,
      smul_smul]
    norm_num
  have i : f1 * f1 = f1 := by
    calc f1 * f1 = f1 * ((1 / 3 : ℂ) • (B * Bᴴ)) := rfl
      _ = f1 := by
        rw [Matrix.mul_smul, ← Matrix.mul_assoc, hB]
        rfl
  refine ⟨h, i, ?_, ?_, ?_⟩
  · rw [f3, Matrix.conjTranspose_sub, Matrix.conjTranspose_one, h]
  · rw [f3]
    simp only [sub_mul, mul_sub, one_mul, mul_one, i]
    abel
  · rw [f3, sub_mul, one_mul, i, sub_self]
```

The (a, b) spin block of B Bᴴ is

σ_a σ_b = δ_ab + i Σ_k ε_abk σ_k = δ_ab − Σ_k (L_k)_ab σ_k,

so B Bᴴ = 1 − 2 L·s. Lean compares all 36 entries.

```lean
/-- The spinors (σ·r)χ generate the spin-orbit operator: B Bᴴ = 1 - 2 L·s. -/
theorem B_outer : B * Bᴴ = 1 - (2 : ℂ) • LS := by
  have h : B * Bᴴ = 1 - ∑ k, orb k ⊗ₖ pauli k := by
    ext ⟨a, s⟩ ⟨b, t⟩
    fin_cases a <;> fin_cases s <;> fin_cases b <;> fin_cases t <;>
      simp [B, pauli, orb, Matrix.mul_apply, Fin.sum_univ_three, Fin.sum_univ_two]
  rw [h, LS]
  simp only [spin, Matrix.kronecker_smul, ← Finset.smul_sum, smul_smul]
  norm_num
```

Therefore 2 L·s = 1 − 3 f1. With L² = 2 and s² = 3/4,

J² = 2 + 3/4 + 2 L·s = 15/4 − 3 f1 = (15/4) f3 + (3/4) f1.

These are the values j(j+1) for 3/2 and 1/2. The proof expands each square, then inserts σ_k² = 1 and L² = 2.

```lean
/-- The square of the total angular momentum is j(j+1) = 15/4 on the range of f3 and 3/4 on
the range of f1. -/
theorem Jsq_eq : Jsq = (15 / 4 : ℂ) • f3 + (3 / 4 : ℂ) • f1 := by
  have hsq (k : Fin 3) : (orb k ⊗ₖ 1 + 1 ⊗ₖ spin k) * (orb k ⊗ₖ 1 + 1 ⊗ₖ spin k)
      = (orb k * orb k) ⊗ₖ (1 : Matrix (Fin 2) (Fin 2) ℂ) + (2 : ℂ) • (orb k ⊗ₖ spin k)
        + (1 : Matrix (Fin 3) (Fin 3) ℂ) ⊗ₖ (spin k * spin k) := by
    simp only [add_mul, mul_add, ← Matrix.mul_kronecker_mul, one_mul, mul_one]
    module
  have hp (k : Fin 3) : pauli k * pauli k = 1 := by
    ext i j
    fin_cases k <;> fin_cases i <;> fin_cases j <;>
      simp [pauli, Matrix.mul_apply, Fin.sum_univ_two]
  have hs (k : Fin 3) : spin k * spin k = (1 / 4 : ℂ) • 1 := by
    rw [spin, Matrix.smul_mul, Matrix.mul_smul, hp, smul_smul]
    norm_num
  -- L² = l(l+1) = 2
  have hL : orb 0 * orb 0 + orb 1 * orb 1 + orb 2 * orb 2 = (2 : ℂ) • 1 := by
    ext i j
    fin_cases i <;> fin_cases j <;> simp [orb] <;> norm_num
  have hL' : (orb 0 * orb 0) ⊗ₖ (1 : Matrix (Fin 2) (Fin 2) ℂ) + (orb 1 * orb 1) ⊗ₖ 1
      + (orb 2 * orb 2) ⊗ₖ 1 = (2 : ℂ) • 1 := by
    rw [← Matrix.add_kronecker, ← Matrix.add_kronecker, hL, Matrix.smul_kronecker,
      Matrix.one_kronecker_one]
  simp only [Jsq, hsq, hs, Matrix.kronecker_smul, Matrix.one_kronecker_one]
  rw [f3, f1, B_outer, LS]
  simp only [Fin.sum_univ_three]
  linear_combination (norm := module) hL'
```

## The overlap as a spin-orbit term

Substituting f1 = (1 − 2 L·s)/3 and f3 = (2 + 2 L·s)/3 gives

S = 1 + (2q3 + q1)/3 + (2/3)(q3 − q1) L·s.

```lean
/-- The overlap operator is a constant plus a spin-orbit term proportional to q3 - q1. -/
theorem overlap_spin_orbit (q3 q1 : ℝ) :
    overlap q3 q1 = (1 + (2 * q3 + q1) / 3 : ℂ) • 1 + (2 / 3 * (q3 - q1) : ℂ) • LS := by
  rw [overlap, f3, f1, B_outer]
  module
```

By cyclicity, tr f1 = tr(BᴴB)/3 = 2, so tr f3 = 6 − 2 = 4. These multiplicities are the coefficients of the charges in tr S.

```lean
/-- The trace of the overlap operator counts q3 four times and q1 twice. -/
theorem trace_overlap (q3 q1 : ℝ) : (overlap q3 q1).trace = 6 + 4 * q3 + 2 * q1 := by
  have h : f1.trace = 2 := by
    rw [f1, Matrix.trace_smul, Matrix.trace_mul_comm, B_gram, Matrix.trace_smul,
      Matrix.trace_one]
    norm_num
  have h1 : (1 : Op).trace = 6 := by
    rw [Matrix.trace_one]
    norm_num
  simp only [overlap, f3, Matrix.trace_add, Matrix.trace_smul, Matrix.trace_sub, h, h1,
    smul_eq_mul]
  ring
```

For q3 = 0.2 and q1 = −0.1, S = 1.1 + 0.2 L·s. Since L·s is 1/2 and −1 in the two channels, the eigenvalues are 1.2 (four times) and 0.9 (twice), with sum 6.6 = 6 + 0.8 − 0.2. The element between p_z up and p_x down is −0.1, which a spin-diagonal S would miss.

## Commuting with σ_z

A matrix on the six spinors commutes with σ_z, which here means 1 ⊗ σ_z, exactly when it has no elements between spin up and spin down. For S, the identity drops out of the commutator:

[S, σ_z] = ((q1 − q3)/3) [B Bᴴ, σ_z].

The entry of [B Bᴴ, σ_z] in row (p_z, up) and column (p_x, down) is −2, so only q1 = q3 makes the product vanish.

```lean
/-- The overlap operator commutes with σ_z if and only if the two augmentation charges are
equal. -/
theorem overlap_commutes_iff (q3 q1 : ℝ) :
    overlap q3 q1 * (1 ⊗ₖ pauli 2) = (1 ⊗ₖ pauli 2) * overlap q3 q1 ↔ q3 = q1 := by
  have n : B * Bᴴ * (1 ⊗ₖ pauli 2) - (1 ⊗ₖ pauli 2) * (B * Bᴴ) ≠ 0 := by
    intro h
    have e := congrFun (congrFun h (2, 0)) (0, 1)
    simp [B, pauli, Matrix.mul_apply, Fintype.sum_prod_type, Fin.sum_univ_two,
      Matrix.one_apply, Complex.ext_iff] at e
    norm_num at e
  have e : overlap q3 q1 * (1 ⊗ₖ pauli 2) - (1 ⊗ₖ pauli 2) * overlap q3 q1
      = (((q1 - q3 : ℝ) : ℂ) * (1 / 3)) •
        (B * Bᴴ * (1 ⊗ₖ pauli 2) - (1 ⊗ₖ pauli 2) * (B * Bᴴ)) := by
    rw [overlap, f3, f1]
    simp only [Matrix.add_mul, Matrix.mul_add, Matrix.sub_mul, Matrix.mul_sub,
      Matrix.smul_mul, Matrix.mul_smul, Matrix.one_mul, Matrix.mul_one]
    push_cast
    module
  rw [← sub_eq_zero, e, smul_eq_zero, or_iff_left n]
  constructor
  · intro h
    have h' : ((q1 - q3 : ℝ) : ℂ) = 0 := (mul_eq_zero.mp h).resolve_right (by norm_num)
    have h'' : q1 - q3 = 0 := by exact_mod_cast h'
    linarith
  · rintro rfl
    simp
```

## Positive norm

From f3 f1 = f1 f3 = 0,

S f3 = (1 + q3) f3 and S f1 = (1 + q1) f1.

```lean
/-- The overlap operator acts as 1 + q3 on the range of f3 and as 1 + q1 on that of f1. -/
theorem overlap_mul_projectors (q3 q1 : ℝ) :
    overlap q3 q1 * f3 = ((1 + q3 : ℝ) : ℂ) • f3 ∧
    overlap q3 q1 * f1 = ((1 + q1 : ℝ) : ℂ) • f1 := by
  obtain ⟨-, i1, -, i3, o⟩ := projectors
  have o' : f1 * f3 = 0 := by rw [f3, mul_sub, mul_one, i1, sub_self]
  constructor
  · rw [overlap, add_mul, add_mul, one_mul, Matrix.smul_mul, Matrix.smul_mul, i3, o']
    push_cast
    module
  · rw [overlap, add_mul, add_mul, one_mul, Matrix.smul_mul, Matrix.smul_mul, i1, o]
    push_cast
    module
```

`PosDef` means that S is Hermitian and v†Sv > 0 for every v ≠ 0. If it holds, take v to be a nonzero column of f3 or f1: then v†Sv = (1 + q) v†v, with q the charge of that channel, forces q > −1. Conversely, let m = min(q3, q1) > −1 and write

S = (1 + m) 1 + (q3 − m) f3 + (q1 − m) f1.

The first term is positive definite. The others are nonnegative multiples of projectors, and f = f†f makes each projector positive semidefinite.

The inequality for q1 must be strict: at q3 = 0, q1 = −1, S = f3 gives both j = 1/2 spinors zero norm. This is a mathematical boundary case, not a physical charge, since the all-electron partner would have to vanish.

```lean
/-- The overlap operator is positive definite if and only if both augmentation charges
exceed -1. -/
theorem overlap_posDef_iff (q3 q1 : ℝ) : (overlap q3 q1).PosDef ↔ -1 < q3 ∧ -1 < q1 := by
  constructor
  · intro h
    -- a nonzero column of a projector is an eigenvector, so its eigenvalue is positive
    have key {f : Op} {c : ℝ} (hf : f ≠ 0) (e : overlap q3 q1 * f = (c : ℂ) • f) : 0 < c := by
      obtain ⟨j, hj⟩ : ∃ j, (fun i => f i j) ≠ 0 := by
        by_contra! g
        exact hf (by ext i j; exact congrFun (g j) i)
      have hv : overlap q3 q1 *ᵥ (fun i => f i j) = (c : ℂ) • (fun i => f i j) :=
        funext fun i => congrFun (congrFun e i) j
      have a := h.dotProduct_mulVec_pos hj
      have b := (Matrix.PosDef.one (n := Fin 3 × Fin 2) (R := ℂ)).dotProduct_mulVec_pos hj
      rw [hv, dotProduct_smul, smul_eq_mul] at a
      rw [Matrix.one_mulVec] at b
      have a' := (Complex.lt_def.mp a).1
      have b' := (Complex.lt_def.mp b).1
      rw [Complex.re_ofReal_mul, Complex.zero_re] at a'
      rw [Complex.zero_re] at b'
      exact (pos_iff_pos_of_mul_pos a').mpr b'
    have n1 : f1 ≠ 0 := fun g => by
      have e := congrFun (congrFun g (0, 0)) (0, 0)
      norm_num [f1, B, pauli, Matrix.mul_apply, Fin.sum_univ_two] at e
    have n3 : f3 ≠ 0 := fun g => by
      have e := congrFun (congrFun g (0, 0)) (0, 0)
      norm_num [f3, f1, B, pauli, Matrix.mul_apply, Fin.sum_univ_two] at e
    have p3 := key n3 (overlap_mul_projectors q3 q1).1
    have p1 := key n1 (overlap_mul_projectors q3 q1).2
    constructor <;> linarith
  · rintro ⟨h3, h1⟩
    obtain ⟨a1, i1, a3, i3, -⟩ := projectors
    have s1 := Matrix.posSemidef_conjTranspose_mul_self f1
    have s3 := Matrix.posSemidef_conjTranspose_mul_self f3
    rw [a1, i1] at s1
    rw [a3, i3] at s3
    -- split off a positive multiple of the identity
    obtain ⟨m, hm, m3, m1⟩ : ∃ m, -1 < m ∧ m ≤ q3 ∧ m ≤ q1 :=
      ⟨min q3 q1, lt_min h3 h1, min_le_left _ _, min_le_right _ _⟩
    have c : (0 : ℂ) < ((1 + m : ℝ) : ℂ) := Complex.zero_lt_real.mpr (by linarith)
    have d3 : (0 : ℂ) ≤ ((q3 - m : ℝ) : ℂ) := Complex.zero_le_real.mpr (by linarith)
    have d1 : (0 : ℂ) ≤ ((q1 - m : ℝ) : ℂ) := Complex.zero_le_real.mpr (by linarith)
    have e : overlap q3 q1 = ((1 + m : ℝ) : ℂ) • 1 + ((q3 - m : ℝ) : ℂ) • f3
        + ((q1 - m : ℝ) : ℂ) • f1 := by
      rw [overlap, f3]
      push_cast
      module
    rw [e]
    exact ((Matrix.PosDef.one.smul c).add_posSemidef (s3.smul d3)).add_posSemidef (s1.smul d1)

end

end UltrasoftPSpinor
```

```lean
#print axioms UltrasoftPSpinor.overlap_spin_orbit
#print axioms UltrasoftPSpinor.trace_overlap
#print axioms UltrasoftPSpinor.overlap_commutes_iff
#print axioms UltrasoftPSpinor.overlap_posDef_iff
```

```
'UltrasoftPSpinor.overlap_spin_orbit' depends on axioms: [propext, Classical.choice, Quot.sound]
'UltrasoftPSpinor.trace_overlap' depends on axioms: [propext, Classical.choice, Quot.sound]
'UltrasoftPSpinor.overlap_commutes_iff' depends on axioms: [propext, Classical.choice, Quot.sound]
'UltrasoftPSpinor.overlap_posDef_iff' depends on axioms: [propext, Classical.choice, Quot.sound]
```
